# Gaussian representation of $1/r$ with a logarithmic window

Let $F(r,s) = \frac{2}{\sqrt\pi}\exp(-r^2 e^{2s} + s)$. For $r>0$, $\int_{\mathbb R}F\,ds = 1/r$. For $0<r_{\min}\le r\le r_{\max}$ and $0<\varepsilon<1$, integration over a finite window of length
$$\log\frac{r_{\max}}{r_{\min}} + \log\frac{4}{\sqrt\pi\,\varepsilon} + \tfrac12\log\log\frac{2}{\varepsilon}$$
reproduces $1/r$ with error at most $\varepsilon/r$.

Here $r$ is a distance in a fixed length unit, $1/r$ is the Coulomb kernel with unit prefactor, and $e^{2s}$ is the Gaussian exponent, so negative $s$ means diffuse Gaussians. Some Poisson solvers for isolated charge densities expand the Coulomb kernel in Gaussians. For such an expansion the result gives a range of exponents that suffices for the exact $s$-integral at distances in $[r_{\min},r_{\max}]$. The convolution with a density also involves distances below $r_{\min}$, where the integral over the window stays bounded while $1/r$ diverges as $r\to0$; the error from these distances is not estimated here.

One way to discretise the integral is a sum over equally spaced points $s_k$ with spacing $h$,
$$\frac1r\approx\sum_k w_k e^{-p_k r^2},\qquad p_k=e^{2s_k},\quad w_k=\tfrac{2}{\sqrt\pi}\,h\,e^{s_k}.$$
With Cartesian components $x,y,z$, each term factorises as $e^{-p_kx^2}e^{-p_ky^2}e^{-p_kz^2}$, so the convolution with the density splits into one-dimensional convolutions, and the number of terms is about the window length divided by $h$. The discretisation error in $h$ is not bounded by any theorem below.

```lean
import Mathlib

open Real MeasureTheory Set

namespace GaussianCoulomb

noncomputable section
```

`F r s` is $F(r,s)$; Lean reads `-r ^ 2` as $-(r^2)$.

```lean
/-- Integrand of the Gaussian representation of the Coulomb kernel in the logarithmic
variable `s`, where `exp s` is the inverse width of the Gaussian. -/
def F (r s : ℝ) : ℝ := 2 / √π * exp (-r ^ 2 * exp (2 * s) + s)
```

The window runs from $-a$ to $b$. The cuts are $a_0=\log\frac{4r_{\max}}{\sqrt\pi\,\varepsilon}$ (`lowerCut`) and $b_0=\tfrac12\log\log\frac2\varepsilon-\log r_{\min}$ (`upperCut`).

```lean
/-- The cut `a = log (4 rmax / (√π ε))`; the `s`-window starts at `-a`. -/
def lowerCut (rmax ε : ℝ) : ℝ := log (4 * rmax / (√π * ε))

/-- The cut `b = (1/2) log log (2/ε) - log rmin` at which the `s`-window ends. -/
def upperCut (rmin ε : ℝ) : ℝ := log (log (2 / ε)) / 2 - log rmin
```

All integrals are Lebesgue integrals; `Iic (-a)` is $(-\infty,-a]$ and `Ioi b` is $(b,\infty)$.

## (a) Change of variables

*Task.* For $r>0$, real $c$ and a measurable set $S$, show that $e^s e^{-r^2(e^s-c)^2}$ is integrable on $S$ and that its integral equals $\int e^{-r^2t^2}dt$ over the image of $S$ under $s\mapsto e^s-c$.

*Solution.* Put $t=e^s-c$. The map is injective and $dt=e^s\,ds$ with $e^s>0$. The Gaussian is integrable on $\mathbb R$, hence on the image, and integrability carries back to $S$. In Lean, `hd`, `hi` and `ha` are the derivative, injectivity and sign of the Jacobian; `h1` transfers the value and `h2` the integrability.

```lean
/-- The substitution `t = exp s - c` turns the integral of `exp s * exp (-r² (exp s - c)²)`
over a measurable set into a Gaussian integral over the image, and the former is integrable. -/
theorem substitution {r : ℝ} (hr : 0 < r) (c : ℝ) {S : Set ℝ} (hS : MeasurableSet S) :
    (∫ s in S, exp s * exp (-r ^ 2 * (exp s - c) ^ 2)
      = ∫ t in (fun s => exp s - c) '' S, exp (-r ^ 2 * t ^ 2)) ∧
    IntegrableOn (fun s => exp s * exp (-r ^ 2 * (exp s - c) ^ 2)) S := by
  have hd : ∀ x ∈ S, HasDerivWithinAt (fun s => exp s - c) (exp x) S x :=
    fun x _ => ((Real.hasDerivAt_exp x).sub_const c).hasDerivWithinAt
  have hi : InjOn (fun s => exp s - c) S := by
    intro x _ y _ h
    have h' : exp x - c = exp y - c := h
    exact Real.exp_injective (by linarith)
  have ha : ∀ x : ℝ, |exp x| = exp x := fun x => abs_of_pos (exp_pos x)
  have h1 := integral_image_eq_integral_abs_deriv_smul hS hd hi
    (fun t : ℝ => exp (-r ^ 2 * t ^ 2))
  have h2 := (integrableOn_image_iff_integrableOn_abs_deriv_smul hS hd hi
    (fun t : ℝ => exp (-r ^ 2 * t ^ 2))).1
    (integrable_exp_neg_mul_sq (pow_pos hr 2)).integrableOn
  simp only [ha, smul_eq_mul] at h1 h2
  exact ⟨h1.symm, h2⟩
```

## (b) The full integral

*Task.* For $r>0$, show that $F$ is integrable in $s$ with integral $1/r$.

*Solution.* Since $e^{2s}=(e^s)^2$, $F=\frac{2}{\sqrt\pi}e^se^{-r^2(e^s)^2}$ (`hF`). Part (a) with $c=0$, $S=\mathbb R$ has image $(0,\infty)$ (`him`), so
$$\int_{\mathbb R} F\,ds=\frac{2}{\sqrt\pi}\int_0^\infty e^{-r^2t^2}dt=\frac{2}{\sqrt\pi}\cdot\frac{\sqrt\pi}{2r}=\frac1r .$$
The half-line value comes from `integral_gaussian_Ioi`.

```lean
/-- For `r > 0` the integrand is integrable over the real line with integral `1 / r`. -/
theorem integral_F {r : ℝ} (hr : 0 < r) : Integrable (F r) ∧ ∫ s, F r s = 1 / r := by
  have hF : ∀ s, F r s = 2 / √π * (exp s * exp (-r ^ 2 * (exp s - 0) ^ 2)) := by
    intro s
    have h : exp (2 * s) = exp s ^ 2 := by rw [two_mul, exp_add, sq]
    unfold F
    rw [exp_add, h, sub_zero]
    ring
  obtain ⟨h1, h2⟩ := substitution hr 0 MeasurableSet.univ
  have him : (fun s => exp s - 0) '' univ = Ioi 0 := by
    simp only [sub_zero, image_univ]
    exact range_exp
  -- half-line Gaussian integral
  rw [him, Measure.restrict_univ, integral_gaussian_Ioi (r ^ 2)] at h1
  rw [integrableOn_univ] at h2
  have hp : 0 < √π := sqrt_pos.2 pi_pos
  constructor
  · rw [show F r = _ from funext hF]
    exact Integrable.const_mul h2 _
  · simp only [hF]
    rw [integral_const_mul, h1, sqrt_div pi_pos.le, sqrt_sq hr.le]
    field_simp
```

## (c) Lower tail, upper bound

*Task.* For all real $r$ and $a$, show that $F$ is integrable on $s\le -a$ and that $\int_{-\infty}^{-a}F\,ds\le\frac{2}{\sqrt\pi}e^{-a}$.

*Solution.* Because $r^2e^{2s}\ge0$, $0\le F\le\frac{2}{\sqrt\pi}e^s$ (`hnn`, `hle`), and $\int_{-\infty}^{-a}e^s\,ds=e^{-a}$. As $r=0$ is allowed, (b) is not available for integrability; `Integrable.mono'` obtains it from continuity (`hc`) and the same dominating function.

```lean
/-- For every `r` the integrand is integrable on `s ≤ -a`, and this tail is at most
`(2/√π) exp (-a)`. -/
theorem lower_tail_le (r a : ℝ) :
    IntegrableOn (F r) (Iic (-a)) ∧ ∫ s in Iic (-a), F r s ≤ 2 / √π * exp (-a) := by
  have hle : ∀ s, F r s ≤ 2 / √π * exp s := fun s =>
    mul_le_mul_of_nonneg_left
      (exp_le_exp.2 (by nlinarith [mul_nonneg (sq_nonneg r) (exp_pos (2 * s)).le]))
      (by positivity)
  have hnn : ∀ s, 0 ≤ F r s := fun s => by unfold F; positivity
  have hg : IntegrableOn (fun s => 2 / √π * exp s) (Iic (-a)) :=
    Integrable.const_mul (integrableOn_exp_Iic (-a)) _
  have hc : Continuous (F r) := by
    show Continuous fun s => 2 / √π * exp (-r ^ 2 * exp (2 * s) + s)
    fun_prop
  have hi : IntegrableOn (F r) (Iic (-a)) :=
    Integrable.mono' hg hc.aestronglyMeasurable (Filter.Eventually.of_forall fun s => by
      rw [Real.norm_eq_abs, abs_of_nonneg (hnn s)]; exact hle s)
  refine ⟨hi, ?_⟩
  calc ∫ s in Iic (-a), F r s ≤ ∫ s in Iic (-a), 2 / √π * exp s :=
        setIntegral_mono_on hi hg measurableSet_Iic fun s _ => hle s
    _ = 2 / √π * exp (-a) := by rw [integral_const_mul, integral_exp_Iic]
```

## (d) Lower tail, lower bound

*Task.* For all real $r$ and $a$, show that the same tail is at least $\frac{2}{\sqrt\pi}e^{-a}\exp(-r^2e^{-2a})$.

*Solution.* On $s\le-a$, $e^{2s}\le e^{-2a}$ (`he`), so $F\ge\frac{2}{\sqrt\pi}\exp(-r^2e^{-2a})\,e^s$. Integrating $e^s$ gives the claim. The bounds of (c) and (d) differ by the factor $\exp(-r^2e^{-2a})$, which is close to one when $re^{-a}$ is small.

```lean
/-- The tail on `s ≤ -a` is at least `(2/√π) exp (-a) exp (-r² exp (-2a))`. -/
theorem lower_tail_ge (r a : ℝ) :
    2 / √π * exp (-a) * exp (-r ^ 2 * exp (-2 * a)) ≤ ∫ s in Iic (-a), F r s := by
  calc 2 / √π * exp (-a) * exp (-r ^ 2 * exp (-2 * a))
      = ∫ s in Iic (-a), 2 / √π * exp (-r ^ 2 * exp (-2 * a)) * exp s := by
        rw [integral_const_mul, integral_exp_Iic]; ring
    _ ≤ ∫ s in Iic (-a), F r s := by
        refine setIntegral_mono_on (Integrable.const_mul (integrableOn_exp_Iic (-a)) _)
          (lower_tail_le r a).1 measurableSet_Iic fun s hs => ?_
        have hs' : s ≤ -a := hs
        have he : exp (2 * s) ≤ exp (-2 * a) := exp_le_exp.2 (by linarith)
        show 2 / √π * exp (-r ^ 2 * exp (-2 * a)) * exp s ≤ F r s
        rw [mul_assoc, ← exp_add]
        exact mul_le_mul_of_nonneg_left
          (exp_le_exp.2 (by nlinarith [mul_le_mul_of_nonneg_left he (sq_nonneg r)]))
          (by positivity)
```

## (e) Upper tail

*Task.* For $r>0$ and real $b$, show that $\int_b^\infty F\,ds\le\exp(-r^2e^{2b})/r$.

*Solution.* Let $u=e^s$ and $T=e^b$, so $u\ge T>0$ for $s>b$. Then $u^2-T^2-(u-T)^2=2T(u-T)\ge0$, which gives
$$F\le\frac{2}{\sqrt\pi}e^{-r^2T^2}\,e^se^{-r^2(e^s-T)^2}.$$
Part (a) with $c=T$ maps $(b,\infty)$ onto $(0,\infty)$, with inverse $s=\log(t+T)$ (`him`). The integral is again $\sqrt\pi/(2r)$, leaving $e^{-r^2T^2}/r$. The `nlinarith` call is given $r^2T(u-T)\ge0$.

```lean
/-- For `r > 0` the tail on `s > b` is at most `exp (-r² exp (2b)) / r`. -/
theorem upper_tail_le {r : ℝ} (hr : 0 < r) (b : ℝ) :
    ∫ s in Ioi b, F r s ≤ exp (-r ^ 2 * exp (2 * b)) / r := by
  have hsq : ∀ x, exp (2 * x) = exp x ^ 2 := fun x => by rw [two_mul, exp_add, sq]
  obtain ⟨h1, h2⟩ := substitution hr (exp b) (measurableSet_Ioi (a := b))
  have him : (fun s => exp s - exp b) '' Ioi b = Ioi 0 := by
    ext t
    constructor
    · rintro ⟨s, hs, rfl⟩
      show 0 < exp s - exp b
      exact sub_pos.2 (exp_lt_exp.2 hs)
    · intro ht
      have ht' : 0 < t := ht
      have hpos : 0 < t + exp b := by positivity
      refine ⟨log (t + exp b), ?_, ?_⟩
      · show b < log (t + exp b)
        rw [lt_log_iff_exp_lt hpos]
        linarith
      · show exp (log (t + exp b)) - exp b = t
        rw [exp_log hpos]
        ring
  rw [him, integral_gaussian_Ioi (r ^ 2)] at h1
  have hp : 0 < √π := sqrt_pos.2 pi_pos
  calc ∫ s in Ioi b, F r s
      ≤ ∫ s in Ioi b, 2 / √π * exp (-r ^ 2 * exp (2 * b))
          * (exp s * exp (-r ^ 2 * (exp s - exp b) ^ 2)) := by
        refine setIntegral_mono_on (integral_F hr).1.integrableOn (Integrable.const_mul h2 _)
          measurableSet_Ioi fun s hs => ?_
        have he : exp b ≤ exp s := exp_le_exp.2 (le_of_lt hs)
        show F r s ≤ 2 / √π * exp (-r ^ 2 * exp (2 * b))
          * (exp s * exp (-r ^ 2 * (exp s - exp b) ^ 2))
        rw [mul_assoc, ← exp_add, ← exp_add]
        refine mul_le_mul_of_nonneg_left (exp_le_exp.2 ?_) (by positivity)
        -- x² ≥ T² + (x - T)² for x ≥ T ≥ 0
        rw [hsq s, hsq b]
        nlinarith [mul_nonneg (sq_nonneg r) (mul_nonneg (exp_pos b).le (sub_nonneg.2 he))]
    _ = exp (-r ^ 2 * exp (2 * b)) / r := by
        rw [integral_const_mul, h1, sqrt_div pi_pos.le, sqrt_sq hr.le]
        field_simp
```

## (f) Truncation error

*Task.* For $r>0$ and real $a,b$, show that
$$0\le\frac1r-\int_{-a}^bF\,ds\le\frac{2}{\sqrt\pi}e^{-a}+\frac{\exp(-r^2e^{2b})}{r}.$$

*Solution.* Write $\int_{-a}^b=\int_{-\infty}^b-\int_{-\infty}^{-a}$ (`h1`) and $\int_{-\infty}^b+\int_b^\infty=1/r$ (`h2`). The error is then the sum of the two tails. Both are nonnegative since $F\ge0$, and (c) and (e) bound them. The integral `∫ s in (-a)..b` is oriented, so no ordering of $-a$ and $b$ is assumed.

```lean
/-- For `r > 0`, integrating only from `-a` to `b` underestimates `1 / r` by a nonnegative
amount of at most `(2/√π) exp (-a) + exp (-r² exp (2b)) / r`. -/
theorem truncation_error {r : ℝ} (hr : 0 < r) (a b : ℝ) :
    0 ≤ 1 / r - ∫ s in (-a)..b, F r s ∧
    1 / r - ∫ s in (-a)..b, F r s
      ≤ 2 / √π * exp (-a) + exp (-r ^ 2 * exp (2 * b)) / r := by
  obtain ⟨hi, ht⟩ := integral_F hr
  have hnn : ∀ s, 0 ≤ F r s := fun s => by unfold F; positivity
  -- the error is the sum of the two tails
  have h1 : (∫ s in Iic b, F r s) - ∫ s in Iic (-a), F r s = ∫ s in (-a)..b, F r s :=
    intervalIntegral.integral_Iic_sub_Iic hi.integrableOn hi.integrableOn
  have h2 : (∫ s in Iic b, F r s) + ∫ s in (Iic b)ᶜ, F r s = ∫ s, F r s :=
    integral_add_compl measurableSet_Iic hi
  rw [compl_Iic, ht] at h2
  have h3 : 0 ≤ ∫ s in Iic (-a), F r s := integral_nonneg hnn
  have h4 : 0 ≤ ∫ s in Ioi b, F r s := integral_nonneg hnn
  have h5 := (lower_tail_le r a).2
  have h6 := upper_tail_le hr b
  constructor <;> linarith
```

## (g) Relative accuracy

*Task.* Let $0<r_{\min}\le r\le r_{\max}$, $0<\varepsilon<1$, $a\ge a_0$ and $b\ge b_0$. Show that $\left|\frac1r-\int_{-a}^bF\,ds\right|\le\varepsilon/r$.

*Solution.* From $a\ge a_0$, $e^{-a}\le\sqrt\pi\,\varepsilon/(4r_{\max})$, so
$$\frac{2}{\sqrt\pi}e^{-a}\le\frac{\varepsilon}{2r_{\max}}\le\frac{\varepsilon}{2r},$$
which is `hA`. Since $\varepsilon<1$, $\log(2/\varepsilon)>0$ (`hL`), so its logarithm in $b_0$ is meaningful, and $b\ge b_0$ gives $e^{2b}\ge\log(2/\varepsilon)/r_{\min}^2$ (`hE`). With $r\ge r_{\min}$, $r^2e^{2b}\ge\log(2/\varepsilon)$, hence $\exp(-r^2e^{2b})\le\varepsilon/2$ (`hB`). By (f) the error is nonnegative and at most $\varepsilon/(2r)+\varepsilon/(2r)$.

```lean
/-- For `0 < rmin ≤ r ≤ rmax` and `0 < ε < 1`, a window from `-a` to `b` with `a` and `b` at
least the two cuts reproduces `1 / r` with error at most `ε / r`. -/
theorem relative_error_le {rmin rmax r ε a b : ℝ} (h0 : 0 < rmin) (h1 : rmin ≤ r)
    (h2 : r ≤ rmax) (hε : 0 < ε) (hε1 : ε < 1)
    (ha : lowerCut rmax ε ≤ a) (hb : upperCut rmin ε ≤ b) :
    |1 / r - ∫ s in (-a)..b, F r s| ≤ ε / r := by
  have hr : 0 < r := by linarith
  have hm : 0 < rmax := by linarith
  have hp : 0 < √π := sqrt_pos.2 pi_pos
  obtain ⟨e0, e1⟩ := truncation_error hr a b
  -- each tail contributes at most ε / (2 r)
  have hA : 2 / √π * exp (-a) ≤ ε / 2 / r := by
    have h : exp (-a) ≤ (4 * rmax / (√π * ε))⁻¹ := by
      rw [← exp_log (show 0 < 4 * rmax / (√π * ε) by positivity), ← exp_neg]
      exact exp_le_exp.2 (neg_le_neg ha)
    calc 2 / √π * exp (-a) ≤ 2 / √π * (4 * rmax / (√π * ε))⁻¹ :=
          mul_le_mul_of_nonneg_left h (by positivity)
      _ = ε / 2 / rmax := by
          field_simp
          ring
      _ ≤ ε / 2 / r := div_le_div_of_nonneg_left (by positivity) hr h2
  have hL : 0 < log (2 / ε) := log_pos (by rw [lt_div_iff₀ hε]; linarith)
  have hE : log (2 / ε) / (rmin * rmin) ≤ exp (2 * b) := by
    have h : exp (log (log (2 / ε)) - (log rmin + log rmin)) ≤ exp (2 * b) :=
      exp_le_exp.2 (by unfold upperCut at hb; linarith)
    rwa [exp_sub, exp_add, exp_log hL, exp_log h0] at h
  rw [div_le_iff₀ (by positivity)] at hE
  have hB : exp (-r ^ 2 * exp (2 * b)) ≤ ε / 2 := by
    have hrr := mul_le_mul_of_nonneg_left (mul_self_le_mul_self h0.le h1) (exp_pos (2 * b)).le
    calc exp (-r ^ 2 * exp (2 * b)) ≤ exp (-log (2 / ε)) := exp_le_exp.2 (by nlinarith)
      _ = ε / 2 := by rw [exp_neg, exp_log (by positivity), inv_div]
  have hB' : exp (-r ^ 2 * exp (2 * b)) / r ≤ ε / 2 / r := by gcongr
  have hs : ε / r = ε / 2 / r + ε / 2 / r := by ring
  rw [abs_of_nonneg e0]
  linarith
```

## (h) Length of the window

*Task.* For $0<r_{\min}\le r_{\max}$ and $0<\varepsilon<1$, show that the single window from $-a_0$ to $b_0$ gives error at most $\varepsilon/r$ for every $r\in[r_{\min},r_{\max}]$, and compute its length.

*Solution.* The first claim is (g) with $a=a_0$, $b=b_0$. For the second, $a_0=\log r_{\max}+\log\frac{4}{\sqrt\pi\,\varepsilon}$ by `log_mul`, and `log_div` identifies $\log r_{\max}-\log r_{\min}$ with $\log(r_{\max}/r_{\min})$, so
$$b_0-(-a_0)=\log\frac{r_{\max}}{r_{\min}}+\log\frac{4}{\sqrt\pi\,\varepsilon}+\tfrac12\log\log\frac2\varepsilon .$$
The diffuse end contributes a single logarithm of $1/\varepsilon$ and the tight end a double one. The theorem says that this window suffices, not that it is the shortest.

```lean
/-- The window between the two cuts gives error at most `ε / r` for all `r` in `[rmin, rmax]`,
and its length is `log (rmax/rmin) + log (4/(√π ε)) + (1/2) log log (2/ε)`. -/
theorem logarithmic_window {rmin rmax ε : ℝ} (h0 : 0 < rmin) (h1 : rmin ≤ rmax)
    (hε : 0 < ε) (hε1 : ε < 1) :
    (∀ r ∈ Icc rmin rmax,
      |1 / r - ∫ s in (-lowerCut rmax ε)..(upperCut rmin ε), F r s| ≤ ε / r) ∧
    upperCut rmin ε - -lowerCut rmax ε
      = log (rmax / rmin) + log (4 / (√π * ε)) + log (log (2 / ε)) / 2 := by
  refine ⟨fun r hr => relative_error_le h0 hr.1 hr.2 hε hε1 le_rfl le_rfl, ?_⟩
  have hm : 0 < rmax := by linarith
  have hp : 0 < √π := sqrt_pos.2 pi_pos
  have hq : 0 < 4 / (√π * ε) := by positivity
  unfold lowerCut upperCut
  rw [show 4 * rmax / (√π * ε) = rmax * (4 / (√π * ε)) by ring, log_mul hm.ne' hq.ne',
    log_div hm.ne' h0.ne']
  ring

end

end GaussianCoulomb
```

```lean
#print axioms GaussianCoulomb.lower_tail_ge
-- 'GaussianCoulomb.lower_tail_ge' depends on axioms: [propext, Classical.choice, Quot.sound]
#print axioms GaussianCoulomb.logarithmic_window
-- 'GaussianCoulomb.logarithmic_window' depends on axioms: [propext, Classical.choice, Quot.sound]
```
